# Cutoff dependence of the 1/R image energy outside a singly ionized conducting sphere

## Charges, distances and energies

An electron leaves a neutral metal sphere of radius $R$ and is held back by the charge $+1$ that remains. Close to the surface its classical binding energy diverges like the image energy $1/(4d)$ at height $d$ above a flat metal. The question is what finite term in $1/R$ is left when the planar energy is subtracted.

Hartree atomic units are used, the electron has charge $-1$, and binding energies are positive. All quantities are real numbers, and the sphere is a classical perfect conductor with a sharp surface.

```lean
import Mathlib

open Filter Topology MeasureTheory Set

namespace SphereImagePotential

noncomputable section
```

Let $u$ be the cosine of the angle between a surface point and a point at radius $a$, both seen from the centre. Their distance is $\sqrt{R^2+a^2-2Rau}$.

```lean
/-- Distance from a point on the sphere of radius `R` to a point at radius `a`, where `u` is the
cosine of the angle between their directions. -/
def surfaceDist (R a u : ℝ) : ℝ := √(R ^ 2 + a ^ 2 - 2 * R * a * u)
```

With the electron at radius $r>R$, the sphere is represented by an image charge $R/r$ at radius $R^2/r$ and a charge $1-R/r$ at the centre, which add up to $+1$. On the surface, the electron and these two charges give the potential

$$-\frac{1}{D(r)}+\frac{R/r}{D(R^2/r)}+\frac{1-R/r}{R},$$

where $D(a)$ is the distance just defined.

```lean
/-- Potential on the sphere due to the electron at radius `r`, its image charge `R / r` at radius
`R ^ 2 / r`, and the charge `1 - R / r` at the centre (atomic units, `0 < R < r`), where `u` is the
cosine of the angle between the directions of the surface point and the electron. -/
def surfacePotential (R r u : ℝ) : ℝ :=
  -1 / surfaceDist R r u + (R / r) / surfaceDist R (R ^ 2 / r) u + (1 - R / r) / R
```

The attraction towards both charges is

$$F(r)=\frac{1-R/r}{r^2}+\frac{R/r}{(r-R^2/r)^2}.$$

Despite its name, `imageForce` includes the central charge.

```lean
/-- Coulomb attraction of the electron at radius `r` towards the central charge `1 - R / r` and
the image charge `R / r` at radius `R ^ 2 / r` (atomic units, `0 < R < r`). -/
def imageForce (R r : ℝ) : ℝ :=
  (1 - R / r) / r ^ 2 + (R / r) / (r - R ^ 2 / r) ^ 2
```

The binding energy is

$$B(r)=\frac1r+\frac{R^3}{2r^2(r^2-R^2)}.$$

```lean
/-- Binding energy of an electron at radius `r` outside a singly ionized conducting sphere of
radius `R` (atomic units, `0 < R < r`). -/
def bindingEnergy (R r : ℝ) : ℝ :=
  1 / r + R ^ 3 / (2 * r ^ 2 * (r ^ 2 - R ^ 2))
```

At height $x$ above the surface, the part of $B$ beyond $1/(4x)$ will turn out to be

$$K(x)=\frac{1}{R+x}-\frac{5R^2+4Rx+x^2}{4(R+x)^2(2R+x)}.$$

```lean
/-- The part of the binding energy at height `x` above the sphere that remains after the planar
image energy `1 / (4 x)` is removed (for `0 < R` and `0 < x`). -/
def curvatureCorrection (R x : ℝ) : ℝ :=
  1 / (R + x) - (5 * R ^ 2 + 4 * R * x + x ^ 2) / (4 * (R + x) ^ 2 * (2 * R + x))
```

## The image charges make the surface an equipotential

Factoring the squared distance to the image gives

$$R^2+\frac{R^4}{r^2}-\frac{2R^3u}{r}=\frac{R^2}{r^2}\left(R^2+r^2-2Rru\right),$$

so $D(R^2/r)=(R/r)\,D(r)$. The Lean proof establishes the same factorization and takes the square root, using that $R/r$ is positive.

```lean
/-- For positive `R` and `r`, the distance from a surface point to the image position is `R / r`
times its distance to the electron. -/
theorem surfaceDist_image {R r : ℝ} (hR : 0 < R) (hr : 0 < r) (u : ℝ) :
    surfaceDist R (R ^ 2 / r) u = R / r * surfaceDist R r u := by
  unfold surfaceDist
  have h : R ^ 2 + (R ^ 2 / r) ^ 2 - 2 * R * (R ^ 2 / r) * u
      = (R / r) ^ 2 * (R ^ 2 + r ^ 2 - 2 * R * r * u) := by
    field_simp
    ring
  rw [h, Real.sqrt_mul (sq_nonneg _), Real.sqrt_sq (by positivity)]
```

The image therefore contributes $(R/r)/D(R^2/r)=1/D(r)$, which cancels the electron's $-1/D(r)$. What remains, $(1-R/r)/R$, is independent of the angle. The division is legitimate because

$$D(r)^2=(r-R)^2+2Rr(1-u)>0.$$

The hypothesis `u ≤ 1` holds for every cosine. The theorem states both the positive distance and the constant potential.

```lean
/-- For an electron outside the sphere, every surface point lies at positive distance from it,
and the surface potential has the same value `(1 - R / r) / R` at all angles. -/
theorem surface_equipotential {R r u : ℝ} (hR : 0 < R) (hr : R < r) (hu : u ≤ 1) :
    0 < surfaceDist R r u ∧ surfacePotential R r u = (1 - R / r) / R := by
  have hr0 : 0 < r := hR.trans hr
  have hD : 0 < surfaceDist R r u := by
    apply Real.sqrt_pos.2
    have h1 : 0 < (r - R) ^ 2 := pow_pos (sub_pos.2 hr) 2
    have h2 : 0 ≤ R * r * (1 - u) := mul_nonneg (by positivity) (sub_nonneg.2 hu)
    nlinarith
  refine ⟨hD, ?_⟩
  unfold surfacePotential
  rw [surfaceDist_image hR hr0]
  -- the electron and its image cancel on the surface
  have h : R / r / (R / r * surfaceDist R r u) = 1 / surfaceDist R r u := by
    field_simp
  rw [h]
  ring
```

By the uniqueness theorem of electrostatics, taken here as known, these charges reproduce the field outside the real sphere.

## The binding energy is the work against the attraction

Differentiation gives

$$B'(r)=-\frac1{r^2}-\frac{R^3(2r^2-R^2)}{r^3(r^2-R^2)^2}.$$

On the other side,

$$F(r)=\frac1{r^2}-\frac{R}{r^3}+\frac{Rr}{(r^2-R^2)^2}
=\frac1{r^2}+\frac{R\left[r^4-(r^2-R^2)^2\right]}{r^3(r^2-R^2)^2},$$

and the bracket equals $R^2(2r^2-R^2)$. Hence $B'=-F$. In Lean, the quotient rules produce the derivative, and `field_simp` and `ring` compare the two fractions.

```lean
/-- Outside the sphere, the radial derivative of the binding energy is minus the attraction. -/
theorem hasDerivAt_bindingEnergy {R r : ℝ} (hR : 0 < R) (hr : R < r) :
    HasDerivAt (bindingEnergy R) (-imageForce R r) r := by
  have hr0 : 0 < r := hR.trans hr
  have hne : r ^ 2 - R ^ 2 ≠ 0 := by nlinarith
  have hsq : HasDerivAt (fun x : ℝ => x ^ 2) (2 * r) r := by
    simpa using hasDerivAt_pow 2 r
  have h1 := (hasDerivAt_const r (1 : ℝ)).fun_div (hasDerivAt_id' r) hr0.ne'
  have h2 := (hsq.const_mul 2).fun_mul (hsq.sub_const (R ^ 2))
  have h3 := (hasDerivAt_const r (R ^ 3)).fun_div h2 (by positivity)
  refine (h1.fun_add h3).congr_deriv ?_
  unfold imageForce
  rw [show r - R ^ 2 / r = (r ^ 2 - R ^ 2) / r by field_simp]
  field_simp
  ring
```

Both denominators in $B$ grow without bound, so $B(r)\to0$ as $r\to\infty$.

```lean
/-- The binding energy vanishes as the electron is taken to infinity. -/
theorem tendsto_bindingEnergy_atTop (R : ℝ) :
    Tendsto (bindingEnergy R) atTop (𝓝 0) := by
  have hsq : Tendsto (fun x : ℝ => x ^ 2) atTop atTop := tendsto_pow_atTop two_ne_zero
  have hsub : Tendsto (fun x : ℝ => x ^ 2 - R ^ 2) atTop atTop := by
    simpa only [sub_eq_add_neg] using tendsto_atTop_add_const_right atTop (-(R ^ 2)) hsq
  have hden := (hsq.const_mul_atTop (two_pos : (0 : ℝ) < 2)).atTop_mul_atTop₀ hsub
  have h1 : Tendsto (fun x : ℝ => 1 / x) atTop (𝓝 0) :=
    tendsto_const_nhds.div_atTop tendsto_id
  have h2 : Tendsto (fun x : ℝ => R ^ 3 / (2 * x ^ 2 * (x ^ 2 - R ^ 2))) atTop (𝓝 0) :=
    tendsto_const_nhds.div_atTop hden
  have h := h1.add h2
  rw [add_zero] at h
  exact h
```

Outside the sphere $R/r<1$, so $F\ge0$. A non-negative function whose antiderivative $-B$ has a finite limit at infinity is integrable, and

$$\int_r^\infty F(s)\,ds=0-(-B(r))=B(r).$$

In the statement, `Ioi r` is the interval $(r,\infty)$. The formula for $B$ is thus derived from the attraction.

```lean
/-- For an electron starting outside the sphere, the attraction is integrable out to infinity,
and the work done against it is the binding energy. -/
theorem work_eq_bindingEnergy {R r : ℝ} (hR : 0 < R) (hr : R < r) :
    IntegrableOn (imageForce R) (Ioi r) ∧
      ∫ x in Ioi r, imageForce R x = bindingEnergy R r := by
  have hd : ∀ x ∈ Ici r, HasDerivAt (fun y => -bindingEnergy R y) (imageForce R x) x :=
    fun x hx => (hasDerivAt_bindingEnergy hR
      (lt_of_lt_of_le hr (mem_Ici.mp hx))).fun_neg.congr_deriv (neg_neg _)
  have hpos : ∀ x ∈ Ioi r, 0 ≤ imageForce R x := by
    intro x hx
    have hRx : R < x := hr.trans (mem_Ioi.mp hx)
    have hx0 : 0 < x := hR.trans hRx
    exact add_nonneg (div_nonneg (sub_nonneg.2 ((div_le_one hx0).2 hRx.le)) (sq_nonneg _))
      (by positivity)
  have hlim : Tendsto (fun y => -bindingEnergy R y) atTop (𝓝 0) := by
    simpa using (tendsto_bindingEnergy_atTop R).neg
  exact ⟨integrableOn_Ioi_deriv_of_nonneg' hd hpos hlim,
    (integral_Ioi_of_hasDerivAt_of_nonneg' hd hpos hlim).trans (by simp)⟩
```

## Separating the planar image energy

Put $r=R+x$, so that $r^2-R^2=x(2R+x)$. Since $(R+x)^2(2R+x)=2R^3+5R^2x+4Rx^2+x^3$,

$$\frac{R^3}{2x(R+x)^2(2R+x)}-\frac1{4x}
=\frac{2R^3-(R+x)^2(2R+x)}{4x(R+x)^2(2R+x)}
=-\frac{5R^2+4Rx+x^2}{4(R+x)^2(2R+x)}.$$

Adding $1/(R+x)$ gives $B(R+x)=1/(4x)+K(x)$ for every $x>0$, with no expansion in $x/R$.

```lean
/-- At any height `x > 0` above the sphere, the binding energy is exactly the planar image energy
`1 / (4 x)` plus the curvature correction. -/
theorem bindingEnergy_eq_planar_add {R x : ℝ} (hR : 0 < R) (hx : 0 < x) :
    bindingEnergy R (R + x) = 1 / (4 * x) + curvatureCorrection R x := by
  unfold bindingEnergy curvatureCorrection
  rw [show (R + x) ^ 2 - R ^ 2 = x * (2 * R + x) by ring]
  field_simp
  ring
```

## A second-order shift of the cutoff changes the finite term

Let the cutoff height on the sphere be $x=d+cd^2/R$, where the dimensionless real number $c$ describes how the cutoff responds to curvature. The shift is small compared with $d$, but the planar energy is steep enough to register it. Since $x=d(R+cd)/R$,

$$\frac1{4x}-\frac1{4d}=\frac1{4d}\left(\frac{R}{R+cd}-1\right)=-\frac{c}{4(R+cd)}.$$

Therefore

$$B(R+x)-\frac1{4d}=K(x)-\frac{c}{4(R+cd)}
\longrightarrow\frac1R-\frac5{8R}-\frac c{4R}=\frac{3/8-c/4}{R}.$$

In the theorem, `𝓝[>] 0` means that $d$ tends to zero from above. The proof first shows that the right-hand expression is continuous at $d=0$ (`hcont`) and evaluates it there (`hval`). It then shows that this expression equals the energy difference for small positive $d$, where $R+cd>0$ (`hpos`) and so $x>0$; `hs` is the shift computed above.

```lean
/-- For a sphere of positive radius `R` and the cutoff radius `R + d + c d² / R`, the binding energy
minus the planar image energy `1 / (4 d)` tends to `(3/8 - c/4) / R` as `d` tends to zero from
above. -/
theorem tendsto_binding_sub_planar {R : ℝ} (hR : 0 < R) (c : ℝ) :
    Tendsto (fun d => bindingEnergy R (R + d + c * d ^ 2 / R) - 1 / (4 * d))
      (𝓝[>] 0) (𝓝 ((3 / 8 - c / 4) / R)) := by
  have hR0 : R ≠ 0 := hR.ne'
  -- the difference of the two energies extends continuously to d = 0
  have hcont : ContinuousAt (fun d : ℝ =>
      curvatureCorrection R (d + c * d ^ 2 / R) - c / (4 * (R + c * d))) 0 := by
    unfold curvatureCorrection
    fun_prop (disch := simp [hR0])
  have hval : curvatureCorrection R (0 + c * 0 ^ 2 / R) - c / (4 * (R + c * 0))
      = (3 / 8 - c / 4) / R := by
    rw [show 0 + c * 0 ^ 2 / R = 0 by simp]
    unfold curvatureCorrection
    simp only [mul_zero, add_zero, ne_eq, OfNat.ofNat_ne_zero, not_false_eq_true, zero_pow]
    field_simp
    ring
  have hlim := hcont.tendsto.mono_left (nhdsWithin_le_nhds (s := Ioi 0))
  rw [hval] at hlim
  have hpos : ∀ᶠ d in 𝓝[>] (0 : ℝ), 0 < R + c * d := by
    have h : Tendsto (fun d : ℝ => R + c * d) (𝓝 0) (𝓝 R) :=
      Continuous.tendsto' (by fun_prop) 0 R (by simp)
    exact (h.mono_left nhdsWithin_le_nhds).eventually (lt_mem_nhds hR)
  refine hlim.congr' ?_
  filter_upwards [hpos, self_mem_nhdsWithin] with d hp hd
  have hd0 : 0 < d := hd
  have hp0 : R + c * d ≠ 0 := hp.ne'
  have hx : d + c * d ^ 2 / R = d * (R + c * d) / R := by field_simp
  have hxpos : 0 < d + c * d ^ 2 / R := by
    rw [hx]
    exact div_pos (mul_pos hd0 hp) hR
  -- moving the cutoff shifts the planar energy by a finite amount
  have hs : 1 / (4 * (d + c * d ^ 2 / R)) - 1 / (4 * d) = -(c / (4 * (R + c * d))) := by
    obtain ⟨s, hsum⟩ : ∃ s, s = R + c * d := ⟨_, rfl⟩
    rw [← hsum] at hp0
    rw [hx, ← hsum]
    field_simp
    linarith
  rw [show R + d + c * d ^ 2 / R = R + (d + c * d ^ 2 / R) by ring,
    bindingEnergy_eq_planar_add hR hxpos]
  linarith
```

The hypothesis `0 < R` serves to exclude $R=0$. In that case $B(r)=1/r$, and with $c=0$ the difference is $1/d-1/(4d)=3/(4d)$, which diverges.

## Each coefficient corresponds to one cutoff parameter

A limit is unique, so it equals $a/R$ exactly when $3/8-c/4=a$, that is, $c=3/2-4a$. Here `a` is the coefficient of $1/R$, no longer a radius. Any real coefficient can be obtained by a suitable choice of $c$.

```lean
/-- For a sphere of positive radius, the limiting energy difference is `a / R` exactly when the
cutoff parameter is `c = 3/2 - 4 a`. -/
theorem tendsto_iff_cutoff {R : ℝ} (hR : 0 < R) (a c : ℝ) :
    Tendsto (fun d => bindingEnergy R (R + d + c * d ^ 2 / R) - 1 / (4 * d))
      (𝓝[>] 0) (𝓝 (a / R)) ↔ c = 3 / 2 - 4 * a := by
  constructor
  · intro h
    have h1 := tendsto_nhds_unique h (tendsto_binding_sub_planar hR c)
    have h2 := (div_left_inj' hR.ne').1 h1
    linarith
  · intro h
    have h1 := tendsto_binding_sub_planar hR c
    rwa [show 3 / 8 - c / 4 = a by linarith] at h1
```

For $c=0$ the cutoff lies at the same height $d$ on the sphere and on the plane, and the limit is $3/(8R)$.

```lean
/-- With the cutoff at height `d` above a sphere of positive radius, the limiting energy
difference is `3 / (8 R)`. -/
theorem tendsto_three_eighths {R : ℝ} (hR : 0 < R) :
    Tendsto (fun d => bindingEnergy R (R + d) - 1 / (4 * d))
      (𝓝[>] 0) (𝓝 (3 / (8 * R))) := by
  have h := tendsto_binding_sub_planar hR 0
  rw [show (3 / 8 - 0 / 4) / R = 3 / (8 * R) by ring] at h
  refine h.congr fun d => ?_
  rw [show R + d + 0 * d ^ 2 / R = R + d by ring]
```

For $c=-1/2$ the height is $d-d^2/(2R)$, and the limit is $1/(2R)$. Both special cases follow by inserting $c$ into the general theorem and simplifying.

```lean
/-- With the cutoff at height `d - d² / (2 R)` above a sphere of positive radius, the limiting
energy difference is `1 / (2 R)`. -/
theorem tendsto_one_half {R : ℝ} (hR : 0 < R) :
    Tendsto (fun d => bindingEnergy R (R + d - d ^ 2 / (2 * R)) - 1 / (4 * d))
      (𝓝[>] 0) (𝓝 (1 / (2 * R))) := by
  have h := tendsto_binding_sub_planar hR (-1 / 2)
  rw [show (3 / 8 - (-1 / 2) / 4) / R = 1 / (2 * R) by ring] at h
  refine h.congr fun d => ?_
  rw [show R + d + (-1 / 2) * d ^ 2 / R = R + d - d ^ 2 / (2 * R) by ring]

end

end SphereImagePotential
```

```lean
#print axioms SphereImagePotential.work_eq_bindingEnergy
-- 'SphereImagePotential.work_eq_bindingEnergy' depends on axioms: [propext, Classical.choice, Quot.sound]
#print axioms SphereImagePotential.tendsto_iff_cutoff
-- 'SphereImagePotential.tendsto_iff_cutoff' depends on axioms: [propext, Classical.choice, Quot.sound]
#print axioms SphereImagePotential.tendsto_three_eighths
-- 'SphereImagePotential.tendsto_three_eighths' depends on axioms: [propext, Classical.choice, Quot.sound]
#print axioms SphereImagePotential.tendsto_one_half
-- 'SphereImagePotential.tendsto_one_half' depends on axioms: [propext, Classical.choice, Quot.sound]
```

For the size dependence of ionization energies of metal clusters, the result shows that within this classical, sharp-surface model the coefficient $3/8$ reflects a choice of cutoff. To read the limit as the ionization energy minus the planar work function, one must further assume that the energies needed to bring the electron from the metal to the cutoff, for the sphere and for the plane, differ by an amount that vanishes as $d$ tends to zero.
